# A quadratic error bound for the renormalized dynamical correction to an excitation energy

Let a real excitation energy $w$ solve $w=w_0+K(w)$, where $w_0$ is the static energy and $K$ is the frequency-dependent part of the kernel for that one excitation. Suppose that $K$ is twice differentiable with $|K''|\le M$ between $w_0$ and $w$, and that $K'(w_0)\le 0$. Then

$$Z=\frac{1}{1-K'(w_0)}\in(0,1],\qquad |w-w_0-Z\,K(w_0)|\le \tfrac12 Z M (w-w_0)^2 .$$

This bounds the error of replacing the nonlinear equation by a single Newton step from $w_0$, as is done in Bethe-Salpeter calculations that treat the dynamical kernel one state at a time. In such calculations the slope $K'(w_0)$ can also be positive. As long as it differs from 1, the same bound holds with $|Z|$ in place of $Z$, but $Z$ then no longer lies in $(0,1]$.

```lean
import Mathlib

open Set

namespace DynamicalKernelCorrection

noncomputable section
```

## Regularity away from the poles

A dynamical kernel has poles, so smoothness on the whole real line would exclude the kernels of interest. The conditions are therefore imposed on a set $s$ of frequencies. In Lean, `K'` and `K''` are separate functions, and `HasDerivAt` makes `K'` the derivative of `K`, and `K''` the derivative of `K'`, at each point of $s$. The second derivative need not be continuous. The constant $M$, an inverse energy, limits how fast the slope of the kernel changes, and it becomes large when $s$ comes close to a pole.

```lean
/-- At every frequency in `s`, the kernel `K` has derivative `K'`, the function `K'` has derivative
`K''`, and `|K''| ≤ M`. -/
def SmoothKernelOn (K K' K'' : ℝ → ℝ) (M : ℝ) (s : Set ℝ) : Prop :=
  ∀ x ∈ s, HasDerivAt K (K' x) x ∧ HasDerivAt K' (K'' x) x ∧ |K'' x| ≤ M
```

The factor $Z$ depends only on a slope $\kappa$, which will be $K'(w_0)$.

```lean
/-- The renormalization factor `Z = 1 / (1 - κ)` for a kernel of slope `κ ≠ 1` at the static
excitation energy. -/
def renormFactor (κ : ℝ) : ℝ := 1 / (1 - κ)
```

Two explicit kernels serve as examples. The first has one pole at $\Omega$ with strength $a$, as arises when the excitation couples to one further configuration of energy $\Omega$ that has been folded into the kernel. The strength $a$ is then the squared magnitude of the coupling, so $a\ge0$.

```lean
/-- The dynamical kernel `a / (x - Ω)` with a single pole, for frequencies `x ≠ Ω`. -/
def poleKernel (a Ω x : ℝ) : ℝ := a / (x - Ω)
```

The second is a parabola around $w_0$.

```lean
/-- The kernel with value `a`, slope `κ` and curvature `M` at the static energy `w₀`, and no
higher terms. -/
def quadraticKernel (a κ M w₀ x : ℝ) : ℝ := a + κ * (x - w₀) + M / 2 * (x - w₀) ^ 2
```

## From the static energy to the root

Write $d=w-w_0$ and follow the kernel along $w_0+td$ for $0\le t\le1$. The path stays between the two energies, and by the chain rule

$$\frac{d}{dt}K(w_0+td)=K'(w_0+td)\,d .$$

The interval is `uIcc w₀ w`, the closed interval with endpoints in either order, so the root may lie above or below $w_0$. The proof splits into these two cases only to show that the path stays inside.

```lean
variable {K K' K'' : ℝ → ℝ} {M w₀ w : ℝ}

/-- The straight path from `w₀` to `w` stays between the two energies, and a kernel that is
smooth there changes along it at the rate given by the chain rule. -/
theorem kernel_along_path (h : SmoothKernelOn K K' K'' M (uIcc w₀ w)) {t : ℝ}
    (ht : t ∈ Icc (0 : ℝ) 1) :
    w₀ + t * (w - w₀) ∈ uIcc w₀ w ∧
      HasDerivAt (fun s => K (w₀ + s * (w - w₀))) (K' (w₀ + t * (w - w₀)) * (w - w₀)) t := by
  obtain ⟨h0, h1⟩ := ht
  have hm : w₀ + t * (w - w₀) ∈ uIcc w₀ w := by
    rw [mem_uIcc]
    rcases le_total w₀ w with hle | hle
    · left
      constructor <;> nlinarith
    · right
      constructor <;> nlinarith
  have hl : HasDerivAt (fun s : ℝ => w₀ + s * (w - w₀)) (w - w₀) t :=
    (((hasDerivAt_id' t).mul_const (w - w₀)).const_add w₀).congr_deriv (one_mul _)
  have hc := HasDerivAt.comp t (h _ hm).1 hl
  exact ⟨hm, hc⟩
```

## The error of the linearized kernel

Let $E=K(w)-K(w_0)-K'(w_0)d$ be the error at $w$ of the tangent line at $w_0$. Define

$$\varphi(t)=K(w_0+td)-t\,K'(w_0)d-E\,t^2 .$$

Then $\varphi(0)=K(w_0)$, and the choice of $E$ gives $\varphi(1)=K(w_0)$ as well. By the mean value theorem there is a $c\in(0,1)$ with $\varphi'(c)=0$, that is,

$$2cE=\bigl(K'(w_0+cd)-K'(w_0)\bigr)d .$$

Since $|K''|\le M$, the bracket is at most $Mc|d|$ in absolute value. Hence $2c|E|\le Mc\,d^2$, and division by $2c$ gives $|E|\le Md^2/2$.

The device that does the work is Mathlib's mean value theorem `exists_hasDerivAt_eq_slope`. It takes a function, a candidate derivative and an interval with $a<b$, and returns an interior point where the derivative equals the slope of the chord. On $[0,1]$ the condition $a<b$ is simply `zero_lt_one`, whatever the order of $w_0$ and $w$, and even if they coincide. The subtracted parabola supplies the factor $2c$ that cancels the $c$ from the Lipschitz bound and leaves the $\tfrac12$. Applied without the parabola, the same theorem would give only $Md^2$.

In the code, `hφ` is the derivative of $\varphi$, `hs'` is the equation for $2cE$, and `hL` is the Lipschitz bound on the slope.

```lean
/-- If the kernel is smooth with `|K''| ≤ M` between `w₀` and `w`, its linearization at `w₀` is
wrong at `w` by at most `M (w - w₀)² / 2`. -/
theorem linearization_error (h : SmoothKernelOn K K' K'' M (uIcc w₀ w)) :
    |K w - K w₀ - K' w₀ * (w - w₀)| ≤ M * (w - w₀) ^ 2 / 2 := by
  obtain ⟨E, hE⟩ : ∃ E, E = K w - K w₀ - K' w₀ * (w - w₀) := ⟨_, rfl⟩
  rw [← hE]
  -- subtract the parabola that makes the two endpoint values agree
  have hφ : ∀ t ∈ Icc (0 : ℝ) 1, HasDerivAt
      (fun s => K (w₀ + s * (w - w₀)) - s * (K' w₀ * (w - w₀)) - E * s ^ 2)
      (K' (w₀ + t * (w - w₀)) * (w - w₀) - K' w₀ * (w - w₀) - E * (2 * t)) t := by
    intro t ht
    have h2 := (hasDerivAt_id' t).mul_const (K' w₀ * (w - w₀))
    have h3 := (hasDerivAt_pow 2 t).const_mul E
    exact (((kernel_along_path h ht).2.fun_sub h2).fun_sub h3).congr_deriv (by norm_num)
  obtain ⟨c, hc, hs⟩ := exists_hasDerivAt_eq_slope
    (fun s => K (w₀ + s * (w - w₀)) - s * (K' w₀ * (w - w₀)) - E * s ^ 2)
    (fun t => K' (w₀ + t * (w - w₀)) * (w - w₀) - K' w₀ * (w - w₀) - E * (2 * t))
    zero_lt_one (fun t ht => (hφ t ht).continuousAt.continuousWithinAt)
    (fun t ht => hφ t (Ioo_subset_Icc_self ht))
  have e1 : w₀ + 1 * (w - w₀) = w := by ring
  have e0 : w₀ + 0 * (w - w₀) = w₀ := by ring
  simp only [e1, e0] at hs
  have hs' : E * (2 * c) = (K' (w₀ + c * (w - w₀)) - K' w₀) * (w - w₀) := by
    linear_combination hE - hs
  have hc2 : 0 < 2 * c := by linarith [hc.1]
  have hA := congrArg abs hs'
  rw [abs_mul E, abs_of_pos hc2, abs_mul] at hA
  -- the slope of the kernel is Lipschitz with constant M
  have hL := Convex.norm_image_sub_le_of_norm_hasDerivWithin_le (f := K') (f' := K'') (C := M)
    (fun x hx => (h x hx).2.1.hasDerivWithinAt) (fun x hx => (h x hx).2.2)
    (convex_uIcc w₀ w) left_mem_uIcc (kernel_along_path h (Ioo_subset_Icc_self hc)).1
  rw [Real.norm_eq_abs, Real.norm_eq_abs, add_sub_cancel_left, abs_mul, abs_of_pos hc.1] at hL
  refine le_of_mul_le_mul_right ?_ hc2
  calc |E| * (2 * c) = |K' (w₀ + c * (w - w₀)) - K' w₀| * |w - w₀| := hA
    _ ≤ M * (c * |w - w₀|) * |w - w₀| := mul_le_mul_of_nonneg_right hL (abs_nonneg _)
    _ = M * (w - w₀) ^ 2 / 2 * (2 * c) := by rw [← sq_abs (w - w₀)]; ring
```

## The root equation turns one error into the other

At a root, $d=K(w)$. For any slope $\kappa\ne1$ with $Z=1/(1-\kappa)$ we have $Z(1-\kappa)=1$, so

$$d=Z(1-\kappa)d=Z\bigl(K(w)-\kappa d\bigr),$$

$$d-Z\,K(w_0)=Z\bigl(K(w)-K(w_0)-\kappa d\bigr).$$

This is an identity, with no approximation. `linear_combination` combines the root equation with $Z(1-\kappa)=1$ in the same way.

```lean
/-- At a root of `w = w₀ + K(w)`, for any number `κ ≠ 1` used as slope, the error of the
correction `Z K(w₀)` is exactly `Z` times the error of the linearized kernel. -/
theorem correction_error_eq {κ : ℝ} (hκ : κ ≠ 1) (hw : w = w₀ + K w) :
    w - w₀ - renormFactor κ * K w₀ =
      renormFactor κ * (K w - K w₀ - κ * (w - w₀)) := by
  have hZ : renormFactor κ * (1 - κ) = 1 := one_div_mul_cancel (sub_ne_zero.mpr hκ.symm)
  linear_combination renormFactor κ * hw - (w - w₀) * hZ
```

## The bound at the root

With $\kappa=K'(w_0)\le0$ the denominator $1-\kappa$ is at least 1, so $0<Z\le1$. Taking absolute values in the identity and inserting $|E|\le Md^2/2$ gives the stated bound.

The hypotheses `h`, `hneg` and `hw` are the regularity between $w_0$ and $w$, the sign of the slope at $w_0$, and the root equation. The sign condition holds for a kernel whose poles all have nonnegative strength, since each term $a/(x-\Omega)$ then has slope $-a/(x-\Omega)^2\le0$. It can fail for the screened electron-hole attraction in a Bethe-Salpeter calculation, where the pole strengths contain a product of an electron and a hole factor and can have either sign. If $K'(w_0)$ is positive but not 1, `correction_error_eq` and `linearization_error` together still give the bound with $|Z|$ in place of $Z$. The root $w$ is given; its existence and uniqueness are not part of the statement. A kernel that is regular on all of $\mathbb R$ is a special case.

```lean
/-- Let `w = w₀ + K(w)`, with `K` smooth and `|K''| ≤ M` between `w₀` and `w`, and `K'(w₀) ≤ 0`.
Then `0 < Z ≤ 1`, and the renormalized first-order correction `Z K(w₀)` gives the shift `w - w₀` up
to an error of at most `Z M (w - w₀)² / 2`. -/
theorem renormalized_correction (h : SmoothKernelOn K K' K'' M (uIcc w₀ w))
    (hneg : K' w₀ ≤ 0) (hw : w = w₀ + K w) :
    0 < renormFactor (K' w₀) ∧ renormFactor (K' w₀) ≤ 1 ∧
      |w - w₀ - renormFactor (K' w₀) * K w₀| ≤
        renormFactor (K' w₀) * M * (w - w₀) ^ 2 / 2 := by
  have hd : 0 < 1 - K' w₀ := by linarith
  have hZ : 0 < renormFactor (K' w₀) := one_div_pos.mpr hd
  refine ⟨hZ, (div_le_one hd).mpr (by linarith), ?_⟩
  rw [correction_error_eq (by linarith : K' w₀ < 1).ne hw, abs_mul, abs_of_pos hZ]
  calc renormFactor (K' w₀) * |K w - K w₀ - K' w₀ * (w - w₀)|
      ≤ renormFactor (K' w₀) * (M * (w - w₀) ^ 2 / 2) :=
        mul_le_mul_of_nonneg_left (linearization_error h) hZ.le
    _ = renormFactor (K' w₀) * M * (w - w₀) ^ 2 / 2 := by ring
```

## A bound in terms of the static correction

If the slope is nonpositive on the whole segment, the unknown shift can be removed from the square. The mean value theorem gives a point $\xi$ between the energies with $K(w)-K(w_0)=K'(\xi)d$. Since $K(w)=d$,

$$K(w_0)=\bigl(1-K'(\xi)\bigr)d,\qquad |d|\le|K(w_0)| .$$

Squaring and using $ZM\ge0$ turns the previous bound into $\tfrac12ZM\,K(w_0)^2$. The constant $M$ must still hold up to the root.

```lean
/-- If the kernel is smooth with `|K''| ≤ M` and nonpositive slope all the way between `w₀` and the
root `w` of `w = w₀ + K(w)`, the true shift is no larger in absolute value than the unrenormalized
correction `K(w₀)`, and the error of `Z K(w₀)` is at most `Z M K(w₀)² / 2`. -/
theorem correction_error_from_static (h : SmoothKernelOn K K' K'' M (uIcc w₀ w))
    (hneg : ∀ x ∈ uIcc w₀ w, K' x ≤ 0) (hw : w = w₀ + K w) :
    |w - w₀| ≤ |K w₀| ∧
      |w - w₀ - renormFactor (K' w₀) * K w₀| ≤
        renormFactor (K' w₀) * M * K w₀ ^ 2 / 2 := by
  -- mean value theorem for the kernel between the two energies
  obtain ⟨c, hc, hs⟩ := exists_hasDerivAt_eq_slope
    (fun s => K (w₀ + s * (w - w₀))) (fun t => K' (w₀ + t * (w - w₀)) * (w - w₀))
    zero_lt_one (fun t ht => (kernel_along_path h ht).2.continuousAt.continuousWithinAt)
    (fun t ht => (kernel_along_path h (Ioo_subset_Icc_self ht)).2)
  have e1 : w₀ + 1 * (w - w₀) = w := by ring
  have e0 : w₀ + 0 * (w - w₀) = w₀ := by ring
  simp only [e1, e0] at hs
  have hk := hneg _ (kernel_along_path h (Ioo_subset_Icc_self hc)).1
  have hK : K w₀ = (1 - K' (w₀ + c * (w - w₀))) * (w - w₀) := by
    linear_combination hs - hw
  have hle : |w - w₀| ≤ |K w₀| := by
    rw [hK, abs_mul, abs_of_pos (by linarith : 0 < 1 - K' (w₀ + c * (w - w₀)))]
    exact le_mul_of_one_le_left (abs_nonneg _) (by linarith)
  obtain ⟨hZ, -, hb⟩ := renormalized_correction h (hneg _ left_mem_uIcc) hw
  have hM : 0 ≤ M := (abs_nonneg _).trans (h _ left_mem_uIcc).2.2
  have hsq := mul_le_mul_of_nonneg_left (sq_le_sq.mpr hle) (mul_nonneg hZ.le hM)
  exact ⟨hle, by linarith⟩
```

## Parabolas attain the bound

For $K(x)=a+\kappa(x-w_0)+\tfrac M2(x-w_0)^2$ the tangent error is exactly $\tfrac M2d^2$. If $\kappa<1$ and $M\ge0$, the identity gives an error of exactly $\tfrac12ZMd^2$ at every root. Any shift $d$ can occur: take $a=(1-\kappa)d-\tfrac M2d^2$. The factor $\tfrac12$ therefore cannot be lowered.

```lean
/-- The error bound is sharp: a quadratic kernel with slope `κ < 1` at `w₀` and curvature
`M ≥ 0` is smooth at all frequencies, and at each of its roots the error equals
`Z M (w - w₀)² / 2`. -/
theorem quadraticKernel_sharp {a κ : ℝ} (hκ : κ < 1) (hM : 0 ≤ M)
    (hw : w = w₀ + quadraticKernel a κ M w₀ w) :
    SmoothKernelOn (quadraticKernel a κ M w₀) (fun x => κ + M * (x - w₀)) (fun _ => M) M univ ∧
      |w - w₀ - renormFactor κ * quadraticKernel a κ M w₀ w₀| =
        renormFactor κ * M * (w - w₀) ^ 2 / 2 := by
  constructor
  · intro x _
    have hx := (hasDerivAt_id' x).sub_const w₀
    refine ⟨?_, ((hx.const_mul M).const_add κ).congr_deriv (mul_one M), (abs_of_nonneg hM).le⟩
    exact (((hx.const_mul κ).const_add a).fun_add ((hx.fun_pow 2).const_mul (M / 2))).congr_deriv
      (by rw [show (2 : ℕ) - 1 = 1 from rfl]; push_cast; ring)
  · have hZ : 0 < renormFactor κ := one_div_pos.mpr (by linarith)
    have hR : quadraticKernel a κ M w₀ w - quadraticKernel a κ M w₀ w₀ - κ * (w - w₀) =
        M / 2 * (w - w₀) ^ 2 := by
      unfold quadraticKernel
      ring
    rw [correction_error_eq hκ.ne hw, hR, abs_of_nonneg (mul_nonneg hZ.le (by positivity))]
    ring
```

## A kernel with one pole

For $K(x)=a/(x-\Omega)$ with $a\ge0$,

$$K'(x)=-\frac{a}{(x-\Omega)^2},\qquad K''(x)=\frac{2a}{(x-\Omega)^3}.$$

On frequencies $x\le b<\Omega$ we have $\Omega-x\ge\Omega-b>0$, so $|K''(x)|\le 2a/(\Omega-b)^3$. This is the regularity needed below the pole; `Iic b` is the half-line up to $b$.

```lean
/-- A one-pole kernel of strength `a ≥ 0` is smooth at all frequencies up to any `b` below the pole
`Ω`, with second derivative at most `2a / (Ω - b)³` in absolute value. -/
theorem poleKernel_smooth {a b Ω : ℝ} (ha : 0 ≤ a) (hb : b < Ω) :
    SmoothKernelOn (poleKernel a Ω) (fun x => -a / (x - Ω) ^ 2)
      (fun x => 2 * a / (x - Ω) ^ 3) (2 * a / (Ω - b) ^ 3) (Iic b) := by
  intro x hxb
  have hxb' : x ≤ b := hxb
  have hlt : x - Ω < 0 := by linarith
  have hx := (hasDerivAt_id' x).sub_const Ω
  refine ⟨((hasDerivAt_const x a).fun_div hx hlt.ne).congr_deriv (by ring), ?_, ?_⟩
  · refine ((hasDerivAt_const x (-a)).fun_div (hx.fun_pow 2)
      (pow_ne_zero 2 hlt.ne)).congr_deriv ?_
    rw [show (2 : ℕ) - 1 = 1 from rfl,
      div_eq_div_iff (pow_ne_zero 2 (pow_ne_zero 2 hlt.ne)) (pow_ne_zero 3 hlt.ne)]
    push_cast
    ring
  · have h2a : 0 ≤ 2 * a := by linarith
    have hpos : 0 < Ω - b := by linarith
    rw [abs_div, abs_of_nonneg h2a, abs_pow, abs_of_neg hlt, neg_sub]
    exact div_le_div_of_nonneg_left h2a (pow_pos hpos 3)
      (pow_le_pow_left₀ hpos.le (by linarith) 3)
```

Here the error has a closed form. Put $p=w_0-\Omega$ and $q=w-\Omega$, so that $d=q-p$. The tangent error is

$$\frac aq-\frac ap+\frac{a(q-p)}{p^2}=\frac{a(q-p)^2}{q\,p^2},$$

and $Z=p^2/(p^2+a)$. Their product is

$$d-Z\,K(w_0)=\frac{a\,d^2}{q\,(p^2+a)} .$$

This formula also holds for a root on the far side of the pole, where the general bound does not apply because the segment crosses $\Omega$.

```lean
/-- For a one-pole kernel of strength `a ≥ 0`, with `w₀` and the root `w` both away from the
pole `Ω`, the error of the renormalized correction is
`a (w - w₀)² / ((w - Ω) ((w₀ - Ω)² + a))`. -/
theorem poleKernel_correction_error {a Ω : ℝ} (ha : 0 ≤ a) (h₀ : w₀ ≠ Ω) (h₁ : w ≠ Ω)
    (hw : w = w₀ + poleKernel a Ω w) :
    w - w₀ - renormFactor (-a / (w₀ - Ω) ^ 2) * poleKernel a Ω w₀ =
      a * (w - w₀) ^ 2 / ((w - Ω) * ((w₀ - Ω) ^ 2 + a)) := by
  have hp : w₀ - Ω ≠ 0 := sub_ne_zero.mpr h₀
  have hq : w - Ω ≠ 0 := sub_ne_zero.mpr h₁
  have hp2 : 0 < (w₀ - Ω) ^ 2 := by positivity
  have hs : (w₀ - Ω) ^ 2 + a ≠ 0 := by positivity
  have hκ : -a / (w₀ - Ω) ^ 2 ≤ 0 := div_nonpos_of_nonpos_of_nonneg (by linarith) hp2.le
  have hZ : renormFactor (-a / (w₀ - Ω) ^ 2) = (w₀ - Ω) ^ 2 / ((w₀ - Ω) ^ 2 + a) := by
    have h1 : 1 - -a / (w₀ - Ω) ^ 2 = ((w₀ - Ω) ^ 2 + a) / (w₀ - Ω) ^ 2 := by
      rw [eq_div_iff hp2.ne']
      have h2 : a / (w₀ - Ω) ^ 2 * (w₀ - Ω) ^ 2 = a := div_mul_cancel₀ a hp2.ne'
      rw [neg_div, sub_neg_eq_add, add_mul, h2, one_mul]
    rw [renormFactor, h1, one_div_div]
  -- the Taylor remainder of a simple pole in closed form
  have hR : poleKernel a Ω w - poleKernel a Ω w₀ - -a / (w₀ - Ω) ^ 2 * (w - w₀) =
      a * (w - w₀) ^ 2 / ((w - Ω) * (w₀ - Ω) ^ 2) := by
    unfold poleKernel
    field_simp
    ring
  rw [correction_error_eq (by linarith : -a / (w₀ - Ω) ^ 2 < 1).ne hw, hR, hZ]
  field_simp

end

end DynamicalKernelCorrection
```

```lean
#print axioms DynamicalKernelCorrection.correction_error_from_static
#print axioms DynamicalKernelCorrection.quadraticKernel_sharp
#print axioms DynamicalKernelCorrection.poleKernel_smooth
#print axioms DynamicalKernelCorrection.poleKernel_correction_error
```

```
'DynamicalKernelCorrection.correction_error_from_static' depends on axioms: [propext, Classical.choice, Quot.sound]
'DynamicalKernelCorrection.quadraticKernel_sharp' depends on axioms: [propext, Classical.choice, Quot.sound]
'DynamicalKernelCorrection.poleKernel_smooth' depends on axioms: [propext, Classical.choice, Quot.sound]
'DynamicalKernelCorrection.poleKernel_correction_error' depends on axioms: [propext, Classical.choice, Quot.sound]
```

## The correction in a Bethe-Salpeter calculation

A static calculation supplies $w_0$ and an excitation vector. In the Tamm-Dancoff approximation, with that vector held fixed and normalized, $K(x)$ is the expectation value of the difference between the dynamical kernel at frequency $x$ and the static kernel. One evaluates $K$ and its derivative at $w_0$, forms $Z$, and reports $w_0+Z\,K(w_0)$. This is one Newton step for $x-w_0-K(x)=0$, started at $w_0$.

The size of the errors can be seen in the one-pole kernel $a/(x-\Omega)$, which models the coupling to one further configuration and not a screened Bethe-Salpeter kernel. Take $w_0=3$ eV, $\Omega=5$ eV and $a=0.21$ eV². The root below the pole is $w=2.9$ eV, a shift of $-0.1$ eV. The bare correction is $K(w_0)=-0.105$ eV, which is off by 5 meV. With $K'(w_0)=-0.0525$ and $Z\approx0.950$, the renormalized correction is $-0.09976$ eV, off by about 0.24 meV. Since the root lies below $w_0$, one may take $b=w_0$, which gives $M=0.0525$ eV⁻¹. The bound is then about 0.25 meV with the true shift in the square, and about 0.27 meV with $K(w_0)$ instead.

The comparison is with the root of the real scalar equation. Relaxation of the excitation vector, mixing between excitations and the imaginary part of the kernel are additional effects that this estimate does not measure.
